# When both integer fillings violate aufbau, a smeared two-level model with a linear gap has one occupation, which tends to the level crossing as $T\to0$

## Extrapolating an occupation to zero smearing

Suppose a self-consistent calculation with thermal smearing converges to a fractional occupation of a frontier level. One can repeat it at a few lower smearing temperatures and extrapolate the occupation linearly to $T=0$. This step presupposes that the occupation has a limit and approaches it linearly in $T$. For two levels sharing one electron, with a gap linear in the occupation and neither integer filling obeying the aufbau rule, both properties can be proved, together with an explicit bound on the distance between the occupation and its limit at every $T>0$.

## Two levels and one electron

Let one level hold the occupation $f$ and the other $1-f$. The energy of the first level minus that of the second is taken to be

$$g(f)=D+U(2f-1).$$

Here $D$ is the gap at equal occupation. The constant $U$ stands for the net repulsion that raises the first level relative to the second as charge moves into it; the gap grows by $2U$ between $f=0$ and $f=1$.

The assumption is $|D|<U$, which implies $U>0$. It is equivalent to $g(0)=D-U<0$ and $g(1)=D+U>0$: the first level is the lower one when empty and the higher one when full. Neither integer filling obeys the aufbau rule. The levels cross at

$$f_0=\frac12-\frac{D}{2U},\qquad 0<f_0<1.$$

With $T$ in energy units, smearing adds $-TS$ to the energy, where $S=-f\ln f-(1-f)\ln(1-f)$. The derivative of $S$ is $s(f)=\ln\frac{1-f}{f}$. The derivative of the unsmeared energy with respect to $f$, the cost of moving charge from the second level to the first, is taken to be the gap $g(f)$. Stationarity then reads

$$g(f)=T\,s(f).$$

**A factor of two in the temperature.** This $S$ is the entropy of one electron distributed over two states. If each level instead has its own Fermi-Dirac occupation with a common chemical potential, the total entropy is $2S$ and the equation becomes $g(f)=2T\,s(f)$. Inserting the smearing temperature of such a calculation into the bound below without doubling it makes the bound too small by a factor of two.

## Existence, uniqueness and the distance from the crossing

**Claim.** If $|D|<U$ and $T>0$, the equation has exactly one solution $f\in(0,1)$, and

$$|f-f_0|\le\frac{T}{2U}\,|s(f_0)|.$$

**Two facts.** Taking $2U$ out of the gap gives $g(f)=2U(f-f_0)$. Since $s(f)=\ln(1/f-1)$, the function $s$ is strictly decreasing on $(0,1)$, with $s(1/2)=0$.

**Existence.** Put $r(f)=2U(f-f_0)-T\,s(f)$. At the two reference points,

$$r(f_0)=-T\,s(f_0),\qquad r(1/2)=2U\left(\tfrac12-f_0\right)=D.$$

If $f_0\le1/2$, then $s(f_0)\ge0$ and $D\ge0$, so $r(f_0)\le0\le r(1/2)$. If $f_0\ge1/2$, both inequalities are reversed. By continuity $r$ has a zero between $f_0$ and $1/2$, endpoints included.

**Uniqueness.** If $f<h$ were two solutions, then $g(f)<g(h)$, whereas $T\,s(h)<T\,s(f)$. This contradicts $g=T\,s$ at both points.

**Bound.** A solution satisfies $2U(f-f_0)=T\,s(f)$. If $f\ge f_0$, then $s(f)\le s(f_0)$ and

$$0\le2U(f-f_0)=T\,s(f)\le T\,s(f_0)\le T\,|s(f_0)|.$$

If $f\le f_0$, then $s(f)\ge s(f_0)$ and

$$0\le2U(f_0-f)=-T\,s(f)\le-T\,s(f_0)\le T\,|s(f_0)|.$$

Division by $2U$ gives the claim. For $D=0$ the right-hand side vanishes, and $f=1/2$ at every temperature.

**Small temperatures.** The bound tends to zero with $T$, so $f\to f_0$. Dividing the equation by $2UT$ and using the continuity of $s$ at $f_0$,

$$\frac{f-f_0}{T}=\frac{s(f)}{2U}\longrightarrow\frac{s(f_0)}{2U}.$$

The constant in the bound is therefore the magnitude of the exact first-order coefficient.

**Fermi form.** Exponentiating the equation gives $(1-f)/f=e^{g(f)/T}$, and adding 1 gives $1/f=1+e^{g(f)/T}$. Hence

$$f=\frac{1}{1+e^{g(f)/T}}.$$

Conversely, this formula forces $0<f<1$ because the exponential is positive, and taking logarithms recovers the equation. The right-hand side is the Fermi-Dirac function of the full gap, with the second level in the place of the chemical potential. If each level has its own Fermi-Dirac occupation with a common chemical potential, the exponent is $g(f)/(2T)$ instead, in line with the factor of two above.

## The statement in Lean

The functions $g$ and $s$ are `levelGap` and `entropySlope`, and $f_0$ is `crossingOcc`. The predicate `IsSmearedOcc D U T f` combines $0<f$, $f<1$ and the smeared equation. All quantities are real numbers.

In `smearedOcc_unique_and_bound`, the hypotheses are `|D| < U` and `0 < T`. The quantifier `∃!` expresses that there is exactly one solution, and the second half bounds the distance from the crossing for every solution.

The two limit theorems take a function `f : ℝ → ℝ` that solves the equation at each positive temperature; its values elsewhere are unrestricted. The filter `𝓝[>] 0` means that $T$ approaches zero from above.

The linear gap and the form of the entropy are assumptions of the model, not consequences of an electronic Hamiltonian. Further levels, spin degeneracy and other smearing functions are not treated. The theorems concern the solution itself, not whether an SCF iteration reaches it.

```lean
import Mathlib

open Filter Topology

namespace SmearedTwoLevel

noncomputable section

/-- Energy of the level with occupation `f` minus that of the other level, which holds `1 - f`. -/
def levelGap (D U f : ℝ) : ℝ := D + U * (2 * f - 1)

/-- Derivative of the two-level mixing entropy with respect to the occupation `f`. -/
def entropySlope (f : ℝ) : ℝ := Real.log ((1 - f) / f)

/-- The occupation `1/2 - D/(2U)`. -/
def crossingOcc (D U : ℝ) : ℝ := 1 / 2 - D / (2 * U)

/-- `f` is a fractional occupation solving the smeared two-level equation at temperature `T`. -/
def IsSmearedOcc (D U T f : ℝ) : Prop :=
  0 < f ∧ f < 1 ∧ levelGap D U f = T * entropySlope f

/-- The condition `|D| < U` says exactly that the level lies below the other one when empty
and above it when full. -/
theorem integer_occupations_violate_aufbau (D U : ℝ) :
    |D| < U ↔ levelGap D U 0 < 0 ∧ 0 < levelGap D U 1 := by
  rw [abs_lt]
  unfold levelGap
  constructor
  · rintro ⟨h1, h2⟩
    constructor <;> linarith
  · rintro ⟨h1, h2⟩
    constructor <;> linarith

/-- For `T > 0`, `f` is a smeared occupation exactly when it satisfies the self-consistent
Fermi-Dirac formula. -/
theorem isSmearedOcc_iff_fermi {D U T f : ℝ} (hT : 0 < T) :
    IsSmearedOcc D U T f ↔ f = 1 / (1 + Real.exp (levelGap D U f / T)) := by
  constructor
  · rintro ⟨hf, hf1, h⟩
    have hL : levelGap D U f / T = entropySlope f := by
      rw [div_eq_iff hT.ne', h]
      ring
    have hs : 1 + (1 - f) / f = 1 / f := by
      rw [sub_div, div_self hf.ne']
      ring
    rw [hL, entropySlope, Real.exp_log (div_pos (by linarith) hf), hs, one_div_one_div]
  · intro h
    have he := Real.exp_pos (levelGap D U f / T)
    have hf : 0 < f := by
      rw [h]
      positivity
    have hm : f * (1 + Real.exp (levelGap D U f / T)) = 1 :=
      (eq_div_iff (by positivity)).1 h
    -- the ratio of the occupations is the Boltzmann factor
    have hr : (1 - f) / f = Real.exp (levelGap D U f / T) := by
      rw [div_eq_iff hf.ne']
      linear_combination -hm
    have hL : entropySlope f = levelGap D U f / T := by
      rw [entropySlope, hr, Real.log_exp]
    refine ⟨hf, by nlinarith [mul_pos hf he], ?_⟩
    rw [hL]
    field_simp

/-- Strictly between 0 and 1, the entropy slope strictly decreases with the occupation. -/
theorem entropySlope_lt {f g : ℝ} (hf : 0 < f) (hfg : f < g) (hg : g < 1) :
    entropySlope g < entropySlope f := by
  unfold entropySlope
  apply Real.log_lt_log (div_pos (by linarith) (by linarith))
  rw [div_lt_div_iff₀ (by linarith) hf]
  nlinarith

private lemma entropySlope_le {f g : ℝ} (hf : 0 < f) (hfg : f ≤ g) (hg : g < 1) :
    entropySlope g ≤ entropySlope f := by
  rcases hfg.eq_or_lt with h | h
  · rw [h]
  · exact (entropySlope_lt hf h hg).le

private lemma continuousAt_entropySlope {f : ℝ} (hf : 0 < f) (hf1 : f < 1) :
    ContinuousAt entropySlope f := by
  have h : ContinuousAt (fun x : ℝ => (1 - x) / x) f :=
    (continuousAt_const.sub continuousAt_id).div continuousAt_id hf.ne'
  exact h.log (div_pos (by linarith) hf).ne'

private lemma levelGap_eq {U : ℝ} (hU : 0 < U) (D f : ℝ) :
    levelGap D U f = 2 * U * (f - crossingOcc D U) := by
  have h : U * (D / (2 * U)) = D / 2 := by field_simp
  unfold levelGap crossingOcc
  linear_combination (-2) * h

/-- For `|D| < U` the crossing occupation is strictly fractional and the two levels are
degenerate there. -/
theorem crossingOcc_spec {D U : ℝ} (h : |D| < U) :
    0 < crossingOcc D U ∧ crossingOcc D U < 1 ∧ levelGap D U (crossingOcc D U) = 0 := by
  have hU : 0 < U := (abs_nonneg D).trans_lt h
  obtain ⟨h1, h2⟩ := abs_lt.1 h
  have a : D / (2 * U) < 1 / 2 := by
    rw [div_lt_iff₀ (by linarith)]
    linarith
  have b : -(1 / 2) < D / (2 * U) := by
    rw [lt_div_iff₀ (by linarith)]
    linarith
  refine ⟨?_, ?_, ?_⟩
  · unfold crossingOcc
    linarith
  · unfold crossingOcc
    linarith
  · rw [levelGap_eq hU, sub_self, mul_zero]

/-- For `|D| < U`, at every positive temperature a smeared occupation exists between the crossing
occupation and one half. -/
theorem exists_smearedOcc {D U T : ℝ} (h : |D| < U) (hT : 0 < T) :
    ∃ f ∈ Set.uIcc (crossingOcc D U) (1 / 2), IsSmearedOcc D U T f := by
  have hU : 0 < U := (abs_nonneg D).trans_lt h
  obtain ⟨h0, h1, hz⟩ := crossingOcc_spec h
  have hhalf : entropySlope (1 / 2) = 0 := by norm_num [entropySlope]
  have hsub : Set.uIcc (crossingOcc D U) (1 / 2) ⊆ Set.Ioo (0 : ℝ) 1 :=
    Set.ordConnected_Ioo.uIcc_subset ⟨h0, h1⟩ ⟨by norm_num, by norm_num⟩
  have hc : ContinuousOn (fun x => levelGap D U x - T * entropySlope x)
      (Set.uIcc (crossingOcc D U) (1 / 2)) := by
    intro x hx
    have hg : Continuous (fun x => levelGap D U x) := by
      unfold levelGap
      fun_prop
    exact (hg.continuousAt.sub (continuousAt_const.mul
      (continuousAt_entropySlope (hsub hx).1 (hsub hx).2))).continuousWithinAt
  -- zero lies between the values of the residual at the two ends, endpoints included
  have hm : (0 : ℝ) ∈ Set.uIcc
      (levelGap D U (crossingOcc D U) - T * entropySlope (crossingOcc D U))
      (levelGap D U (1 / 2) - T * entropySlope (1 / 2)) := by
    rw [hz, hhalf, levelGap_eq hU, Set.mem_uIcc]
    rcases le_total (crossingOcc D U) (1 / 2) with hl | hl
    · have hs := entropySlope_le h0 hl (by norm_num)
      rw [hhalf] at hs
      left
      constructor <;> nlinarith [mul_nonneg hT.le hs, mul_nonneg hU.le (sub_nonneg.2 hl)]
    · have hs := entropySlope_le (by norm_num) hl h1
      rw [hhalf] at hs
      right
      constructor <;> nlinarith [mul_nonneg hT.le (neg_nonneg.2 hs),
        mul_nonneg hU.le (sub_nonneg.2 hl)]
  obtain ⟨f, hf, he⟩ := intermediate_value_uIcc hc hm
  exact ⟨f, hf, (hsub hf).1, (hsub hf).2, sub_eq_zero.1 he⟩

/-- For `|D| < U` and `T > 0` the smeared equation has exactly one solution with `0 < f < 1`, and
its distance from the crossing occupation is at most linear in the temperature, with an explicit
constant. -/
theorem smearedOcc_unique_and_bound {D U T : ℝ} (h : |D| < U) (hT : 0 < T) :
    (∃! f, IsSmearedOcc D U T f) ∧ ∀ f, IsSmearedOcc D U T f →
      |f - crossingOcc D U| ≤ T / (2 * U) * |entropySlope (crossingOcc D U)| := by
  have hU : 0 < U := (abs_nonneg D).trans_lt h
  obtain ⟨h0, h1, -⟩ := crossingOcc_spec h
  constructor
  · -- the gap increases with f while the entropy slope decreases
    have key : ∀ f g, IsSmearedOcc D U T f → IsSmearedOcc D U T g → ¬ f < g := by
      rintro f g ⟨hf, -, ef⟩ ⟨-, hg, eg⟩ hfg
      have hs := mul_lt_mul_of_pos_left (entropySlope_lt hf hfg hg) hT
      rw [← ef, ← eg, levelGap_eq hU, levelGap_eq hU] at hs
      nlinarith [mul_pos hU (sub_pos.2 hfg)]
    obtain ⟨f, -, hf⟩ := exists_smearedOcc h hT
    exact ⟨f, hf, fun g hg => le_antisymm (not_lt.1 (key f g hf hg)) (not_lt.1 (key g f hg hf))⟩
  · rintro f ⟨hf, hf1, e⟩
    rw [levelGap_eq hU] at e
    rw [div_mul_eq_mul_div, le_div_iff₀ (by linarith)]
    rcases le_total f (crossingOcc D U) with hl | hl
    · rw [abs_of_nonpos (sub_nonpos.2 hl)]
      nlinarith [mul_le_mul_of_nonneg_left (entropySlope_le hf hl h1) hT.le,
        mul_le_mul_of_nonneg_left (neg_le_abs (entropySlope (crossingOcc D U))) hT.le]
    · rw [abs_of_nonneg (sub_nonneg.2 hl)]
      nlinarith [mul_le_mul_of_nonneg_left (entropySlope_le h0 hl hf1) hT.le,
        mul_le_mul_of_nonneg_left (le_abs_self (entropySlope (crossingOcc D U))) hT.le]

/-- For `|D| < U`, the smeared occupation tends to the crossing occupation as the temperature
decreases to zero. -/
theorem smearedOcc_tendsto {D U : ℝ} (h : |D| < U) {f : ℝ → ℝ}
    (hf : ∀ T, 0 < T → IsSmearedOcc D U T (f T)) :
    Tendsto f (𝓝[>] 0) (𝓝 (crossingOcc D U)) := by
  have hc : Continuous
      (fun T : ℝ => T / (2 * U) * |entropySlope (crossingOcc D U)|) :=
    (continuous_id.div_const _).mul continuous_const
  have h0 := hc.tendsto 0
  simp only [zero_div, zero_mul] at h0
  rw [tendsto_iff_norm_sub_tendsto_zero]
  refine squeeze_zero' (Eventually.of_forall fun T => norm_nonneg _) ?_
    (h0.mono_left nhdsWithin_le_nhds)
  filter_upwards [self_mem_nhdsWithin] with T hT
  rw [Real.norm_eq_abs]
  exact (smearedOcc_unique_and_bound h hT).2 _ (hf T hT)

/-- For `|D| < U`, as the temperature decreases to zero, the shift of the occupation from the
crossing occupation, divided by the temperature, tends to the entropy slope at the crossing
occupation over `2U`. -/
theorem smearedOcc_first_order {D U : ℝ} (h : |D| < U) {f : ℝ → ℝ}
    (hf : ∀ T, 0 < T → IsSmearedOcc D U T (f T)) :
    Tendsto (fun T => (f T - crossingOcc D U) / T) (𝓝[>] 0)
      (𝓝 (entropySlope (crossingOcc D U) / (2 * U))) := by
  have hU : 0 < U := (abs_nonneg D).trans_lt h
  obtain ⟨h0, h1, -⟩ := crossingOcc_spec h
  have hl := ((continuousAt_entropySlope h0 h1).tendsto.comp
    (smearedOcc_tendsto h hf)).div_const (2 * U)
  refine hl.congr' ?_
  filter_upwards [self_mem_nhdsWithin] with T hT
  have hT' : 0 < T := hT
  have e := (hf T hT').2.2
  rw [levelGap_eq hU] at e
  simp only [Function.comp_apply]
  rw [div_eq_div_iff (by positivity) hT'.ne']
  linear_combination -e

end

end SmearedTwoLevel
```

```lean
#print axioms SmearedTwoLevel.integer_occupations_violate_aufbau
#print axioms SmearedTwoLevel.isSmearedOcc_iff_fermi
#print axioms SmearedTwoLevel.smearedOcc_first_order
```

```
'SmearedTwoLevel.integer_occupations_violate_aufbau' depends on axioms: [propext, Classical.choice, Quot.sound]
'SmearedTwoLevel.isSmearedOcc_iff_fermi' depends on axioms: [propext, Classical.choice, Quot.sound]
'SmearedTwoLevel.smearedOcc_first_order' depends on axioms: [propext, Classical.choice, Quot.sound]
```

## How the proof follows the derivation

`integer_occupations_violate_aufbau` unfolds the gap at $f=0$ and $f=1$ and leaves linear inequalities to `linarith`. `isSmearedOcc_iff_fermi` proves the Fermi form in both directions. It needs only $T>0$, not $|D|<U$.

The two facts behind the derivation are `levelGap_eq`, the factorised gap, and `entropySlope_lt`, the strict decrease of $s$. The latter compares the arguments of the logarithms after clearing denominators. `entropySlope_le` is the version that allows equality, and `continuousAt_entropySlope` supplies continuity inside $(0,1)$. `crossingOcc_spec` shows that $f_0$ lies strictly between 0 and 1 and that the gap vanishes there.

`exists_smearedOcc` applies the intermediate value theorem to $r$. The interval is written `Set.uIcc`, which accepts its endpoints in either order, so a single statement covers $f_0\le1/2$ and $f_0\ge1/2$. The case split appears only in `hm`, where the signs of $r$ at the ends are checked. The inclusion `hsub` keeps the whole interval inside $(0,1)$, where $s$ is continuous.

In `smearedOcc_unique_and_bound`, the local statement `key` says that no solution is strictly smaller than another. Applying it in both orders gives equality. For the bound, `le_total` separates $f\le f_0$ from $f\ge f_0$, and `nlinarith` combines the equation with the monotonicity of $s$ and the comparison of $\pm s(f_0)$ with $|s(f_0)|$, as in the two displayed chains.

`smearedOcc_tendsto` squeezes $|f-f_0|$ between zero and the bound. `smearedOcc_first_order` then composes this limit with the continuity of $s$ to obtain the limit of $s(f)/(2U)$. Its last lines use the smeared equation to identify that expression with $(f-f_0)/T$ for every $T>0$.
